# A plane wave with momentum 2πm/N on a ring of N sites gains one Bloch phase per step, even across the closing bond

On a finite ring of N sites, with N nonzero, take the momentum k = 2πm/N for a natural number m, and the unnormalised plane wave whose amplitude at site i is exp(ik) raised to the power i. The theorem `phase_succ` says that moving from any site to the next multiplies this amplitude by exp(ik). Sites are elements of `Fin N`, so the step from site N − 1 leads back to site 0, and the claim covers that step too; no Hamiltonian enters. The proof first shows that the N-th power of the Bloch phase is 1, then writes the next site's index as (i + 1) mod N, and uses the first fact to drop the reduction modulo N from the exponent.

The first attempt, which Lean rejects:

```lean
import Mathlib

open Matrix

namespace KitaevRing

noncomputable section

/-- The allowed lattice momenta `2πm/N`. -/
def momentum (N m : ℕ) : ℝ := 2 * Real.pi * m / N

/-- The Bloch phase `exp(ik)` picked up per site. -/
def phase (N m : ℕ) : ℂ := Complex.exp (momentum N m * Complex.I)

/-- The Bloch phase with label `m` is the `m`-th power of `exp(2πi/N)`. -/
theorem phase_eq_pow (N m : ℕ) :
    phase N m = Complex.exp (2 * Real.pi * Complex.I / N) ^ m := by
  rw [phase, momentum, ← Complex.exp_nat_mul]
  congr 1
  push_cast
  ring

/-- A plane wave gains one Bloch phase per step, also across the closing bond of the ring. -/
theorem phase_succ (N : ℕ) [NeZero N] (m : ℕ) (i : Fin N) :
    phase N m ^ ((i + 1 : Fin N) : ℕ) = phase N m ^ (i : ℕ) * phase N m := by
  have h1 : phase N m ^ N = 1 := by
    rw [phase_eq_pow, ← pow_mul, mul_comm, pow_mul,
      (Complex.isPrimitiveRoot_exp N (NeZero.ne N)).pow_eq_one, one_pow]
  have hv : ((i + 1 : Fin N) : ℕ) = ((i : ℕ) + 1) % N := by
    rw [Fin.val_add]
    show ((i : ℕ) + 1 % N) % N = ((i : ℕ) + 1) % N
    simp
  rw [hv, ← pow_succ, ← pow_eq_pow_mod _ h1]

end

end KitaevRing
```

The error:

```
Main.lean:28:6: error: Tactic `rewrite` failed: Did not find an occurrence of the pattern
  Complex.exp (2 * ↑Real.pi * Complex.I / ↑N) ^ N
in the target expression
  (Complex.exp (Complex.I * (2 * ↑Real.pi) / ↑N) ^ m) ^ N = 1

N : ℕ
inst✝ : NeZero N
m : ℕ
i : Fin N
⊢ (Complex.exp (Complex.I * (2 * ↑Real.pi) / ↑N) ^ m) ^ N = 1
```

The error arises in the proof of `h1`, that the N-th power of the phase is 1. After `← pow_mul` the left side is exp(2πi/N) to the power `m * N`, and `mul_comm` was meant to turn that exponent into `N * m`. Given no arguments, `mul_comm` can match any product, and Lean settled on the one inside the exponential: the message shows `2 * ↑Real.pi * Complex.I` turned into `Complex.I * (2 * ↑Real.pi)`. The exponent stayed `m * N`, so `pow_mul` split it into an m-th power inside an N-th power. The next rewrite, with `pow_eq_one`, looks for exp(2πi/N) raised directly to the N, in the original spelling, and finds no such term.

The repair writes `mul_comm m N`, which can only rewrite the product `m * N`. The exponential is left alone, `pow_mul` now puts the N-th power inside, `pow_eq_one` replaces it by 1, and `one_pow` finishes the step.

Fix (accepted with no message):

```diff
@@ -25,5 +25,5 @@
     phase N m ^ ((i + 1 : Fin N) : ℕ) = phase N m ^ (i : ℕ) * phase N m := by
   have h1 : phase N m ^ N = 1 := by
-    rw [phase_eq_pow, ← pow_mul, mul_comm, pow_mul,
+    rw [phase_eq_pow, ← pow_mul, mul_comm m N, pow_mul,
       (Complex.isPrimitiveRoot_exp N (NeZero.ne N)).pow_eq_one, one_pow]
   have hv : ((i + 1 : Fin N) : ℕ) = ((i : ℕ) + 1) % N := by
```
